# Single- and double-excitation matrix elements of a three-body operator over a determinant

Let $W=\frac1{36}\sum_{pqrstu}w_{pqrstu}\,a_p^\dagger a_q^\dagger a_r^\dagger a_ua_ta_s$ act on a normalised determinant $\Phi$ of orthonormal modes, with $w$ antisymmetric in $pqr$ and in $stu$. Suppose first that modes 1, 2, 3 are the only occupied ones, and let mode 4 be virtual. The part of $W\Phi$ along $a_4^\dagger a_1\Phi$ comes from terms that create in 4, 2, 3 and annihilate in 1, 2, 3. There are $3!\cdot 3!=36$ orderings, all equal by antisymmetry, so the prefactor $1/36$ leaves $w_{423123}$. One particle moves from mode 1 to mode 4, while the occupied modes 2 and 3 are spectators. In general the spectators are summed over the occupied set $O$: for $i,j\in O$ and $c,d\notin O$,

$$\langle a_c^\dagger a_i\Phi,W\Phi\rangle=\tfrac12\sum_{k,l\in O}w_{cklikl},\qquad
\langle a_c^\dagger a_d^\dagger a_ja_i\Phi,W\Phi\rangle=\sum_{k\in O}w_{cdkijk}.$$

## Modes, determinant and interaction

The finite type `ι` labels the modes, and `F` is a complex inner product space of states.

In Lean 4 with Mathlib:

```lean
import Mathlib

namespace ThreeBodyDeterminant

noncomputable section

variable {ι F : Type*} [Fintype ι] [DecidableEq ι] [NormedAddCommGroup F]
  [InnerProductSpace ℂ F]
```

The annihilators `a p` and creators `ad p` satisfy $\{a_p,a_q^\dagger\}=\delta_{pq}$, which means orthonormal modes; other pairs anticommute. The bra is the first slot of `inner`, and $\langle a_p^\dagger x,y\rangle=\langle x,a_py\rangle$.

```lean
/-- Fermionic ladder operators: annihilators `a` and creators `ad`, mutually adjoint, obeying
the canonical anticommutation relations. -/
structure CAR (a ad : ι → F →ₗ[ℂ] F) : Prop where
  aa : ∀ p q v, a p (a q v) = -a q (a p v)
  cc : ∀ p q v, ad p (ad q v) = -ad q (ad p v)
  mixed : ∀ p q v, a p (ad q v) + ad q (a p v) = if p = q then v else 0
  adj : ∀ p x y, inner ℂ (ad p x) y = inner ℂ x (a p y)
```

A determinant enters only through $\|\Phi\|=1$, $a_i^\dagger\Phi=0$ for $i\in O$ and $a_c\Phi=0$ for $c\notin O$.

```lean
/-- A unit determinant with occupied set `O`: no occupied mode can be filled again and no
virtual mode can be emptied. -/
structure IsDeterminant (a ad : ι → F →ₗ[ℂ] F) (O : Finset ι) (Φ : F) : Prop where
  unit : ‖Φ‖ = 1
  occ : ∀ i ∈ O, ad i Φ = 0
  virt : ∀ c, c ∉ O → a c Φ = 0
```

Two neighbouring exchanges generate all permutations of a triple. Applied to `w` itself, this definition concerns the creation indices $pqr$; applied to `w p q r`, the annihilation indices $stu$.

```lean
/-- Antisymmetry in three indices, expressed by the two neighbouring exchanges. -/
def TripleAntisymm {M : Type*} [Neg M] (x : ι → ι → ι → M) : Prop :=
  (∀ p q r, x q p r = -x p q r) ∧ ∀ p q r, x p r q = -x p q r
```

The operator is the full sixfold sum. Hermiticity of $w$ is not required.

```lean
/-- The three-body operator `W = (1/36) Σ w_pqrstu a_p† a_q† a_r† a_u a_t a_s`. -/
def threeBody (a ad : ι → F →ₗ[ℂ] F) (w : ι → ι → ι → ι → ι → ι → ℂ) : F →ₗ[ℂ] F :=
  (1 / 36 : ℂ) • ∑ p, ∑ q, ∑ r, ∑ s, ∑ t, ∑ u,
    w p q r s t u • (ad p ∘ₗ ad q ∘ₗ ad r ∘ₗ a u ∘ₗ a t ∘ₗ a s)
```

## Counting equal contractions

Write a string of fields as nested sums $\sum_pY_pV_p$ with vector coefficients.

```lean
/-- The sum `Σ_p Y_p V_p` of field operators acting on vector coefficients. -/
def smear (Y : ι → F →ₗ[ℂ] F) (V : ι → F) : F := ∑ p, Y p (V p)
```

Up to a sign from reversing the annihilators, the annihilation part of $W\Phi$ is then $H_{pqr}=\sum_{stu}w_{pqrstu}\,a_sa_ta_u\Phi$.

```lean
/-- The three-hole vector `Σ x_stu a_s a_t a_u Φ`. -/
def holes (a : ι → F →ₗ[ℂ] F) (x : ι → ι → ι → ℂ) (Φ : F) : F :=
  smear a fun s => smear a fun t => smear a fun u => x s t u • Φ
```

Let $x$ satisfy $\{x,Y_p\}=\delta_{pc}$. This describes $a_c$ among creators and equally $a_c^\dagger$ among annihilators.

```lean
/-- The operator `x` has anticommutator one with `Y_c` and zero with the other `Y_p`. -/
def ConjugateTo (x : F →ₗ[ℂ] F) (Y : ι → F →ₗ[ℂ] F) (c : ι) : Prop :=
  ∀ p v, x (Y p v) + Y p (x v) = if p = c then v else 0
```

Scalars come out of such sums,

```lean
omit [DecidableEq ι] in
/-- A common scalar factor of the coefficients can be taken out of a field sum. -/
theorem smear_smul (Y : ι → F →ₗ[ℂ] F) (r : ℂ) (V : ι → F) :
    smear Y (fun p => r • V p) = r • smear Y V := by
  simp only [smear, map_smul, Finset.smul_sum]
```

and an operator that anticommutes with every $Y_p$ passes with a minus sign.

```lean
omit [DecidableEq ι] in
/-- An operator that anticommutes with every field passes a field sum with a minus sign. -/
theorem smear_anti {x : F →ₗ[ℂ] F} {Y : ι → F →ₗ[ℂ] F}
    (hx : ∀ p v, x (Y p v) = -Y p (x v)) (V : ι → F) :
    x (smear Y V) = (-1 : ℂ) • smear Y fun p => x (V p) := by
  simp only [smear, map_sum, hx, Finset.sum_neg_distrib, neg_smul, one_smul]
```

A conjugate operator leaves one contraction: $x\sum_pY_pV_p=V_c-\sum_pY_p\,xV_p$.

```lean
/-- Moving a conjugate operator through one field sum leaves a single contraction. -/
theorem contract_one {x : F →ₗ[ℂ] F} {Y : ι → F →ₗ[ℂ] F} {c : ι}
    (hx : ConjugateTo x Y c) (V : ι → F) :
    x (smear Y V) = V c - smear Y fun p => x (V p) := by
  have e : ∀ p v, x (Y p v) = (if p = c then v else 0) - Y p (x v) :=
    fun p v => eq_sub_of_add_eq (hx p v)
  simp only [smear, map_sum, e, Finset.sum_sub_distrib, Finset.sum_ite_eq',
    Finset.mem_univ, if_true]
```

If $K_{pq}$ is antisymmetric and $xK_{pq}=0$, then
$$x\sum_{pq}Y_pY_qK_{pq}=\sum_qY_qK_{cq}-\sum_pY_pK_{pc}=2\sum_qY_qK_{cq}.$$

```lean
/-- If `x` is conjugate to `Y_c` and annihilates the antisymmetric coefficients `K_pq`, then
`x Σ Y_p Y_q K_pq = 2 Σ Y_q K_cq`. -/
theorem contract_two {x : F →ₗ[ℂ] F} {Y : ι → F →ₗ[ℂ] F} {c : ι}
    (hx : ConjugateTo x Y c) (K : ι → ι → F) (hK : ∀ p q, K q p = -K p q)
    (h0 : ∀ p q, x (K p q) = 0) :
    x (smear Y fun p => smear Y fun q => K p q) = (2 : ℂ) • smear Y fun q => K c q := by
  have e : ∀ p, x (smear Y fun q => K p q) = (-1 : ℂ) • K c p := fun p => by
    rw [contract_one hx]
    simp [h0, smear, hK c p]
  rw [contract_one hx]
  simp only [e, smear_smul]
  module
```

With three fields, the first contraction gives one copy. The remaining pair gives $-2\sum_{pr}Y_pY_rK_{pcr}=+2\sum_{pr}Y_pY_rK_{cpr}$, so the factor is 3.

```lean
/-- If `x` is conjugate to `Y_c` and annihilates the antisymmetric coefficients `K_pqr`, then
`x Σ Y_p Y_q Y_r K_pqr = 3 Σ Y_q Y_r K_cqr`. -/
theorem contract_three {x : F →ₗ[ℂ] F} {Y : ι → F →ₗ[ℂ] F} {c : ι}
    (hx : ConjugateTo x Y c) (K : ι → ι → ι → F) (hK : TripleAntisymm K)
    (h0 : ∀ p q r, x (K p q r) = 0) :
    x (smear Y fun p => smear Y fun q => smear Y fun r => K p q r)
      = (3 : ℂ) • smear Y fun q => smear Y fun r => K c q r := by
  have e : ∀ p, x (smear Y fun q => smear Y fun r => K p q r)
      = (-2 : ℂ) • smear Y fun r => K c p r := fun p => by
    -- contract the inner pair, then exchange the first two indices
    have h1 : ∀ r, K p c r = (-1 : ℂ) • K c p r := fun r => by
      rw [hK.1 c p r, neg_smul, one_smul]
    have h2 : x (smear Y fun q => smear Y fun r => K p q r)
        = (2 : ℂ) • smear Y fun r => K p c r :=
      contract_two hx (fun q r => K p q r) (hK.2 p) (h0 p)
    rw [h2]
    simp only [h1, smear_smul]
    module
  rw [contract_one hx]
  simp only [e, smear_smul]
  module
```

## Removing the virtual index

Since $a_ua_ta_s=-a_sa_ta_u$, we have $W\Phi=-\frac1{36}\sum_{pqr}a_p^\dagger a_q^\dagger a_r^\dagger H_{pqr}$. A virtual $a_c$ anticommutes through $H_{pqr}$ and kills $\Phi$, so the three-field rule gives
$$a_cW\Phi=-\tfrac1{12}\sum_{qr}a_q^\dagger a_r^\dagger H_{cqr}.$$
In the proof, `rev` supplies the reversal and `k` the contraction.

```lean
variable {a ad : ι → F →ₗ[ℂ] F} {O : Finset ι} {Φ : F}
  {w : ι → ι → ι → ι → ι → ι → ℂ} {i j c d : ι}

set_option maxHeartbeats 400000 in
/-- For `w` antisymmetric in its first triple, annihilating a virtual mode `c` in `WΦ` fixes
one creation index of `w` to `c`. -/
theorem annihilate_threeBody (h : CAR a ad) (hΦ : IsDeterminant a ad O Φ)
    (hw : TripleAntisymm w) (hc : c ∉ O) :
    a c (threeBody a ad w Φ)
      = (-1 / 12 : ℂ) • smear ad fun q => smear ad fun r => holes a (w c q r) Φ := by
  have rev : ∀ s t u, a s (a t (a u Φ)) = -a u (a t (a s Φ)) := fun s t u => by
    rw [h.aa s t, h.aa s u, map_neg, h.aa t u, neg_neg]
  -- reversing the three annihilators costs a sign
  have e : threeBody a ad w Φ = (-1 / 36 : ℂ) • smear ad fun p => smear ad fun q =>
      smear ad fun r => holes a (w p q r) Φ := by
    simp only [threeBody, holes, smear, LinearMap.smul_apply, LinearMap.sum_apply,
      LinearMap.comp_apply, map_sum, map_smul]
    rw [show (-1 / 36 : ℂ) = -(1 / 36) by norm_num, neg_smul, ← smul_neg]
    simp only [← Finset.sum_neg_distrib]
    refine congrArg (fun v : F => (1 / 36 : ℂ) • v) ?_
    iterate 6 refine Finset.sum_congr rfl fun _ _ => ?_
    rw [rev]
    simp only [map_neg, smul_neg]
  have k := contract_three (fun p v => (h.mixed c p v).trans (if_congr eq_comm rfl rfl))
    (fun p q r => holes a (w p q r) Φ)
    ⟨fun p q r => by simp [holes, smear, hw.1 p q r],
      fun p q r => by simp [holes, smear, hw.2 p q r]⟩
    (fun p q r => by simp [holes, smear, h.aa c, hΦ.virt c hc])
  rw [e, map_smul, k]
  module
```

## Summing over spectators

In $\langle\Phi,\sum_{ru}x_{ru}a_r^\dagger a_u\Phi\rangle$, where the $x_{ru}$ are now complex numbers, the terms with virtual $r$ vanish by adjointness. For occupied $r$, contraction leaves $x_{rr}\|\Phi\|^2$. The total is $\sum_{k\in O}x_{kk}$.

```lean
/-- The expectation value of `Σ x_ru a_r† a_u` in a unit determinant is the sum of `x_kk` over
occupied modes. -/
theorem expect_one (h : CAR a ad) (hΦ : IsDeterminant a ad O Φ) (x : ι → ι → ℂ) :
    inner ℂ Φ (smear ad fun r => smear a fun u => x r u • Φ) = ∑ k ∈ O, x k k := by
  rw [smear, inner_sum]
  refine (Finset.sum_subset (Finset.subset_univ O) fun r _ hr => ?_).symm.trans
    (Finset.sum_congr rfl fun r hr => ?_)
  · rw [← inner_conj_symm, h.adj, hΦ.virt r hr, inner_zero_right, map_zero]
  · rw [contract_one (fun p v => (add_comm _ _).trans (h.mixed p r v))]
    simp [smear, hΦ.occ r hr, inner_smul_right, inner_self_eq_norm_sq_to_K, hΦ.unit]
```

For the single excitation, move the bra operators across to obtain $\langle\Phi,a_i^\dagger a_cW\Phi\rangle$. The creator $a_i^\dagger$ passes two creators without net sign and contracts with factor 3 (`e1`):
$$-\tfrac14\Big\langle\Phi,\sum_{qrtu}w_{cqritu}\,a_q^\dagger a_r^\dagger a_ta_u\Phi\Big\rangle.$$
For occupied $q$, moving $a_q^\dagger$ past $a_r^\dagger$ gives a sign and contracting it gives 2 (`e3`). The expectation value is therefore $-2\sum_{k,l\in O}w_{cklikl}$ (`e2`), and the result is one half of the sum.

```lean
/-- For `w` antisymmetric in each triple, `i` occupied and `c` virtual, the three-body operator
couples a unit determinant to its single excitation by `½ Σ_kl w_cklikl`, `k, l` occupied. -/
theorem single_excitation (h : CAR a ad) (hΦ : IsDeterminant a ad O Φ)
    (hw : TripleAntisymm w) (hw' : ∀ p q r, TripleAntisymm (w p q r))
    (hi : i ∈ O) (hc : c ∉ O) :
    inner ℂ (ad c (a i Φ)) (threeBody a ad w Φ)
      = 1 / 2 * ∑ k ∈ O, ∑ l ∈ O, w c k l i k l := by
  have e1 : ∀ q r, ad i (holes a (w c q r) Φ)
      = (3 : ℂ) • smear a fun t => smear a fun u => w c q r i t u • Φ := fun q r =>
    contract_three (fun p v => (add_comm _ _).trans (h.mixed p i v))
      (fun s t u => w c q r s t u • Φ)
      ⟨fun s t u => by simp only [(hw' c q r).1 s t u, neg_smul],
        fun s t u => by simp only [(hw' c q r).2 s t u, neg_smul]⟩
      (fun s t u => by rw [map_smul, hΦ.occ i hi, smul_zero])
  -- the expectation value of the induced two-body operator
  have e2 : inner ℂ Φ (smear ad fun q => smear ad fun r => smear a fun t => smear a fun u =>
      w c q r i t u • Φ) = -2 * ∑ k ∈ O, ∑ l ∈ O, w c k l i k l := by
    rw [smear, inner_sum, Finset.mul_sum]
    refine (Finset.sum_subset (Finset.subset_univ O) fun q _ hq => ?_).symm.trans
      (Finset.sum_congr rfl fun q hq => ?_)
    · rw [← inner_conj_symm, h.adj, hΦ.virt q hq, inner_zero_right, map_zero]
    · have e3 : ∀ r, ad q (smear a fun t => smear a fun u => w c q r i t u • Φ)
          = (2 : ℂ) • smear a fun u => w c q r i q u • Φ := fun r =>
        contract_two (fun p v => (add_comm _ _).trans (h.mixed p q v))
          (fun t u => w c q r i t u • Φ)
          (fun t u => by simp only [(hw' c q r).2 i t u, neg_smul])
          (fun t u => by rw [map_smul, hΦ.occ q hq, smul_zero])
      simp only [smear_anti (h.cc q), e3, smear_smul, inner_smul_right]
      rw [expect_one h hΦ (fun r u => w c q r i q u)]
      ring
  rw [h.adj, ← inner_conj_symm, ← h.adj, inner_conj_symm, annihilate_threeBody h hΦ hw hc]
  simp only [map_smul, smear_anti (h.cc i), e1, smear_smul, inner_smul_right]
  rw [e2]
  ring
```

For the double excitation, evaluate $\langle\Phi,a_i^\dagger a_j^\dagger a_da_cW\Phi\rangle$. Contracting $a_d$, $a_j^\dagger$ and $a_i^\dagger$ gives factors 2, 3 and 2 (`e1`, `e2`, `e3`), and the two signs from passing $a_r^\dagger$ cancel. Hence
$$-\tfrac{12}{12}\sum_{k\in O}w_{cdkjik}=\sum_{k\in O}w_{cdkijk}.$$
If $i=j$ or $c=d$, both sides are zero.

```lean
/-- For `w` antisymmetric in each triple, `i, j` occupied and `c, d` virtual, the three-body
operator couples a unit determinant to its double excitation by `Σ_k w_cdkijk`, `k` occupied. -/
theorem double_excitation (h : CAR a ad) (hΦ : IsDeterminant a ad O Φ)
    (hw : TripleAntisymm w) (hw' : ∀ p q r, TripleAntisymm (w p q r))
    (hi : i ∈ O) (hj : j ∈ O) (hc : c ∉ O) (hd : d ∉ O) :
    inner ℂ (ad c (ad d (a j (a i Φ)))) (threeBody a ad w Φ) = ∑ k ∈ O, w c d k i j k := by
  have e1 : a d (smear ad fun q => smear ad fun r => holes a (w c q r) Φ)
      = (2 : ℂ) • smear ad fun r => holes a (w c d r) Φ :=
    contract_two (fun p v => (h.mixed d p v).trans (if_congr eq_comm rfl rfl))
      (fun q r => holes a (w c q r) Φ)
      (fun q r => by simp [holes, smear, hw.2 c q r])
      (fun q r => by simp [holes, smear, h.aa d, hΦ.virt d hd])
  have e2 : ∀ r, ad j (holes a (w c d r) Φ)
      = (3 : ℂ) • smear a fun t => smear a fun u => w c d r j t u • Φ := fun r =>
    contract_three (fun p v => (add_comm _ _).trans (h.mixed p j v))
      (fun s t u => w c d r s t u • Φ)
      ⟨fun s t u => by simp only [(hw' c d r).1 s t u, neg_smul],
        fun s t u => by simp only [(hw' c d r).2 s t u, neg_smul]⟩
      (fun s t u => by rw [map_smul, hΦ.occ j hj, smul_zero])
  have e3 : ∀ r, ad i (smear a fun t => smear a fun u => w c d r j t u • Φ)
      = (2 : ℂ) • smear a fun u => w c d r j i u • Φ := fun r =>
    contract_two (fun p v => (add_comm _ _).trans (h.mixed p i v))
      (fun t u => w c d r j t u • Φ)
      (fun t u => by simp only [(hw' c d r).2 j t u, neg_smul])
      (fun t u => by rw [map_smul, hΦ.occ i hi, smul_zero])
  have e4 : ∀ k, w c d k j i k = -w c d k i j k := fun k => (hw' c d k).1 i j k
  rw [h.adj, h.adj, ← inner_conj_symm, ← h.adj, ← h.adj, inner_conj_symm,
    annihilate_threeBody h hΦ hw hc]
  simp only [map_smul, e1, smear_anti (h.cc j), smear_anti (h.cc i), e2, e3, smear_smul,
    inner_smul_right]
  rw [expect_one h hΦ (fun r u => w c d r j i u)]
  simp only [e4, Finset.sum_neg_distrib]
  ring
```

In a calculation with three-body forces and a single-determinant reference in a finite basis, $w$ holds the antisymmetrised matrix elements of the three-body interaction, and its spectator indices are summed over $O$. The first sum, with its factor $\tfrac12$, is added to the virtual–occupied element $f_{ci}$ of the Fock matrix, the second to the antisymmetrised two-body element $v_{cdij}$. The theorems give these two blocks; they do not give the full normal-ordered form of $W$.

## Jordan–Wigner operators on Fock space

The assumptions on the operators and $\Phi$ are met by a concrete model. Each occupied mode below $p$ contributes a factor $-1$.

```lean
/-- The Jordan–Wigner sign: minus one for each occupied mode below `p`. -/
def sgn {n : ℕ} (p : Fin n) (S : Finset (Fin n)) : ℂ :=
  ∏ r, if r < p ∧ r ∈ S then -1 else 1
```

A ladder operator toggles mode $p$, with this sign, when the occupation allows it.

```lean
/-- Jordan–Wigner ladder operators on the Fock space of `n` modes: the creator of mode `p` for
`b = true`, the annihilator for `b = false`. -/
def ladder {n : ℕ} (b : Bool) (p : Fin n) :
    EuclideanSpace ℂ (Finset (Fin n)) →ₗ[ℂ] EuclideanSpace ℂ (Finset (Fin n)) where
  toFun ψ := WithLp.toLp 2 fun S =>
    (if (p ∈ S ↔ b = true) then sgn p S else 0) * ψ (symmDiff S {p})
  map_add' x y := by ext S; simp [mul_add]
  map_smul' r x := by ext S; simp [mul_left_comm]
```

The determinant is an occupation-number basis vector.

```lean
/-- The occupation-number basis vector with occupied set `O`. -/
def slater {n : ℕ} (O : Finset (Fin n)) : EuclideanSpace ℂ (Finset (Fin n)) :=
  WithLp.toLp 2 fun S => if S = O then 1 else 0
```

For $p\ne q$, toggling the lower mode flips the sign attached to the higher one, while toggling the higher mode leaves the sign of the lower one unchanged; this gives anticommutation (`key`). Repeating the same operator gives zero (`same`). For the mixed relation with $p=q$, on each configuration one of $a_pa_p^\dagger$ and $a_p^\dagger a_p$ acts as the identity and the other as zero. Adjointness follows by reindexing configurations with mode $p$ toggled. This holds for every $n$ and every $O$.

```lean
/-- The Jordan–Wigner operators on `n` modes obey the anticommutation relations, and each
occupation-number basis vector is a unit determinant for them. -/
theorem jordanWigner_witness {n : ℕ} (O : Finset (Fin n)) :
    CAR (ladder (n := n) false) (ladder true) ∧
      IsDeterminant (ladder false) (ladder true) O (slater O) := by
  have app : ∀ (b : Bool) (p : Fin n) (v : EuclideanSpace ℂ (Finset (Fin n))) S,
      ladder b p v S = (if (p ∈ S ↔ b = true) then sgn p S else 0) * v (symmDiff S {p}) :=
    fun _ _ _ _ => rfl
  have hm : ∀ (p : Fin n) (S : Finset (Fin n)), p ∈ symmDiff S {p} ↔ p ∉ S := fun p S => by
    simp [Finset.mem_symmDiff]
  have hm' : ∀ (p q : Fin n) (S : Finset (Fin n)), q ≠ p →
      (q ∈ symmDiff S {p} ↔ q ∈ S) := fun p q S hq => by
    simp [Finset.mem_symmDiff, hq]
  have tt : ∀ (p : Fin n) (S : Finset (Fin n)), symmDiff (symmDiff S {p}) {p} = S := fun p S => by
    ext r
    simp only [Finset.mem_symmDiff, Finset.mem_singleton]
    tauto
  have tc : ∀ (p q : Fin n) (S : Finset (Fin n)),
      symmDiff (symmDiff S {p}) {q} = symmDiff (symmDiff S {q}) {p} := fun p q S => by
    ext r
    simp only [Finset.mem_symmDiff, Finset.mem_singleton]
    tauto
  -- toggling mode q flips the sign of p exactly when q lies below p
  have hs : ∀ (p q : Fin n) (S : Finset (Fin n)),
      sgn p (symmDiff S {q}) = (if q < p then -1 else 1) * sgn p S := fun p q S => by
    have e : (if q < p then (-1 : ℂ) else 1)
        = ∏ r, if r = q then (if q < p then (-1 : ℂ) else 1) else 1 := by simp
    unfold sgn
    rw [e, ← Finset.prod_mul_distrib]
    refine Finset.prod_congr rfl fun r _ => ?_
    by_cases hr : r = q
    · subst hr
      by_cases h1 : r < p <;> by_cases h2 : r ∈ S <;> simp [h1, h2, Finset.mem_symmDiff]
    · simp [hr, Finset.mem_symmDiff]
  have hpm : ∀ (p : Fin n) S, sgn p S = 1 ∨ sgn p S = -1 := fun p S => by
    refine mul_self_eq_one_iff.1 ?_
    unfold sgn
    rw [← Finset.prod_mul_distrib]
    exact Finset.prod_eq_one fun r _ => by split_ifs <;> norm_num
  have key : ∀ (b b' : Bool) (p q : Fin n) v, p ≠ q →
      ladder b p (ladder b' q v) = -ladder b' q (ladder b p v) := fun b b' p q v hpq => by
    ext S
    simp only [PiLp.neg_apply, app, hs, hm' p q S hpq.symm, hm' q p S hpq]
    rw [tc p q S]
    rcases lt_or_gt_of_ne hpq with hl | hl <;>
      simp only [hl, lt_asymm hl, if_true, if_false] <;> split_ifs <;> ring
  have same : ∀ (b : Bool) (p : Fin n) v, ladder b p (ladder b p v) = 0 := fun b p v => by
    ext S
    by_cases hp : p ∈ S <;> cases b <;> simp [app, hm, hp]
  have anti : ∀ (b : Bool) (p q : Fin n) v,
      ladder b p (ladder b q v) = -ladder b q (ladder b p v) := fun b p q v => by
    by_cases hpq : p = q
    · rw [hpq, same, neg_zero]
    · exact key b b p q v hpq
  refine ⟨⟨anti false, anti true, fun p q v => ?_, fun p x y => ?_⟩,
    ⟨?_, fun i hi => ?_, fun i hi => ?_⟩⟩
  · by_cases hpq : p = q
    · subst hpq
      ext S
      by_cases hp : p ∈ S <;> rcases hpm p S with h1 | h1 <;>
        simp [app, hm, hp, hs, h1, tt]
    · rw [key false true p q v hpq, if_neg hpq, neg_add_cancel]
  · -- reindex the sum over configurations by toggling mode p
    have inv : Function.Involutive
        (fun S : Finset (Fin n) => symmDiff S ({p} : Finset (Fin n))) := tt p
    simp only [PiLp.inner_apply, app]
    refine Fintype.sum_equiv
      (Function.Involutive.toPerm _ inv) _ _ fun S => ?_
    simp only [Function.Involutive.coe_toPerm, tt]
    by_cases hp : p ∈ S <;> rcases hpm p S with h1 | h1 <;> simp [hm, hp, hs, h1]
  · simp [slater, EuclideanSpace.norm_eq, apply_ite norm, ite_pow]
  · ext S
    by_cases e : symmDiff S {i} = O
    · have hS : i ∉ S := (hm i S).1 (by rw [e]; exact hi)
      simp [app, hS]
    · simp [app, slater, e]
  · ext S
    by_cases e : symmDiff S {i} = O
    · have hS : i ∈ S := not_not.1 fun hn => hi (e ▸ (hm i S).2 hn)
      simp [app, hS]
    · simp [app, slater, e]

end

end ThreeBodyDeterminant
```

```lean
#print axioms ThreeBodyDeterminant.single_excitation
#print axioms ThreeBodyDeterminant.double_excitation
```

```
'ThreeBodyDeterminant.single_excitation' depends on axioms: [propext, Classical.choice, Quot.sound]
'ThreeBodyDeterminant.double_excitation' depends on axioms: [propext, Classical.choice, Quot.sound]
```
